# For every integer n ≥ 1, the wave number nπ is a band top of the repulsive delta comb with unit period

The comb is represented here by the 2×2 matrix that carries the pair (ψ, ψ′) across one cell, not by a differential operator on the line. The matrix comes from the wave equation

−ψ″ + 2P Σ δ(x − m) ψ = q² ψ,

with the sum over all integers m, in units where ħ²/2M = 1 for a particle of mass M. The step from this equation to the matrix is made by hand below; the Lean file starts from the matrix. It treats real q, the wave number between the deltas, hence energies q² ≥ 0, and makes no statement about the spectrum of the operator itself.

```lean
import Mathlib

open Matrix Set
open scoped Real Topology

namespace DeltaCombBands

noncomputable section
```

Between the deltas at 0 and 1, a solution with the values ψ(0) and ψ′(0) just after the first delta is

ψ(x) = ψ(0) cos qx + ψ′(0) sin(qx)/q.

Setting x = 1 in ψ and ψ′ gives the free-flight matrix. Write s(q) for sin(q)/q, with s(0) = 1, the limiting value. This is Mathlib's `Real.sinc`, and it makes the matrix correct at q = 0 as well.

```lean
/-- Free flight of the pair (ψ, ψ') over one unit period at wave number `q`. -/
def free (q : ℝ) : Matrix (Fin 2) (Fin 2) ℝ :=
  !![Real.cos q, Real.sinc q; -q * Real.sin q, Real.cos q]
```

Integrating the wave equation across a delta leaves ψ continuous and raises ψ′ by 2Pψ. The real number P is therefore half the strength of each delta, and P > 0 means repulsion.

```lean
/-- A delta potential of strength `2P` raises the slope ψ' by `2P ψ`. -/
def kick (P : ℝ) : Matrix (Fin 2) (Fin 2) ℝ := !![1, 0; 2 * P, 1]
```

The pair is taken just before a delta, so the kick acts first and stands on the right of the product.

```lean
/-- The transfer matrix of one cell: a kick followed by free flight. -/
def cell (P q : ℝ) : Matrix (Fin 2) (Fin 2) ℝ := free q * kick P
```

Write T for this cell matrix and f(q) for half its trace.

```lean
/-- Half the trace of the transfer matrix of one cell. -/
def halfTrace (P q : ℝ) : ℝ := (cell P q).trace / 2
```

A Bloch state is a solution that gains only a phase exp(ik) per cell, with k real. For the matrix this means a nonzero complex vector v with Tv = exp(ik)v. The real entries of T are converted to complex numbers in the definition.

```lean
/-- The cell matrix has a nonzero eigenvector with eigenvalue `exp (i k)`. -/
def IsBloch (P q k : ℝ) : Prop :=
  ∃ v : Fin 2 → ℂ, v ≠ 0 ∧
    (cell P q).map (fun x : ℝ => (x : ℂ)) *ᵥ v = Complex.exp (k * Complex.I) • v
```

For a natural number n, let t = q − nπ be the distance of q above nπ, and define

Eₙ(t) = P cos(t/2) − (t + nπ) sin(t/2).

```lean
/-- The edge function `P cos (t/2) - (t + n π) sin (t/2)`. -/
def edge (P : ℝ) (n : ℕ) (t : ℝ) : ℝ :=
  P * Real.cos (t / 2) - (t + n * π) * Real.sin (t / 2)
```

## (a) The half-trace in closed form

Show that, for every real P and every q ≠ 0,

f(q) = cos q + P sin(q)/q.

**Solution.** Multiplying the two matrices gives

T = [[cos q + 2P s(q), s(q)], [−q sin q + 2P cos q, cos q]].

The trace is 2 cos q + 2P s(q). Halve it and insert s(q) = sin(q)/q. In Lean, `simp only` multiplies out the matrices and `ring` does the remaining algebra.

```lean
/-- For `q ≠ 0` the half-trace of the delta comb is `cos q + P sin q / q`. -/
theorem halfTrace_eq (P : ℝ) {q : ℝ} (hq : q ≠ 0) :
    halfTrace P q = Real.cos q + P * (Real.sin q / q) := by
  simp only [halfTrace, cell, free, kick, Matrix.mul_fin_two, Matrix.trace_fin_two_of,
    Real.sinc_of_ne_zero hq]
  ring
```

## (b) The determinant of the cell matrix

Show that, for all real P and q,

det T = 1.

**Solution.** The kick matrix has determinant 1. The free-flight matrix has determinant

cos² q + q s(q) sin q = cos² q + sin² q = 1,

because q s(q) = sin q, also at q = 0. The Lean proof establishes this last identity first, as `h`, by treating q = 0 separately.

```lean
/-- The transfer matrix of one cell has determinant one. -/
theorem det_cell (P q : ℝ) : (cell P q).det = 1 := by
  have h : q * Real.sinc q = Real.sin q := by
    by_cases hq : q = 0
    · simp [hq]
    · rw [Real.sinc_of_ne_zero hq, mul_div_cancel₀ _ hq]
  simp only [cell, free, kick, Matrix.det_mul, Matrix.det_fin_two_of]
  linear_combination Real.sin q * h + Real.sin_sq_add_cos_sq q
```

## (c) The Bloch condition

Show that a Bloch state with real phase k exists at q exactly when

cos k = f(q).

**Solution.** Put z = exp(ik). A nonzero v with Tv = zv exists exactly when det(T − z·1) = 0. Since T has trace 2f(q) and determinant 1,

det(T − z·1) = z² − 2f(q) z + 1.

From z + 1/z = 2 cos k follows z² + 1 = 2z cos k, so

det(T − z·1) = 2z (cos k − f(q)).

As z ≠ 0, the determinant vanishes exactly when cos k = f(q).

In the proof, `hd` and `hf` supply the determinant and the trace as complex numbers, `hz` is the identity for z² + 1, and `hdet` is the factorised determinant. The link between a zero determinant and a nonzero vector is Mathlib's `Matrix.exists_mulVec_eq_zero_iff`.

```lean
/-- A Bloch state with real phase `k` per cell exists exactly when `cos k` equals
the half-trace. -/
theorem isBloch_iff (P q k : ℝ) : IsBloch P q k ↔ Real.cos k = halfTrace P q := by
  have hd : ((cell P q 0 0 : ℝ) : ℂ) * (cell P q 1 1 : ℝ)
      - (cell P q 0 1 : ℝ) * (cell P q 1 0 : ℝ) = 1 := by
    have h := det_cell P q
    rw [Matrix.det_fin_two] at h
    exact_mod_cast h
  have hf : ((halfTrace P q : ℝ) : ℂ)
      = ((cell P q 0 0 : ℝ) + (cell P q 1 1 : ℝ)) / 2 := by
    simp [halfTrace, Matrix.trace_fin_two]
  have hz : Complex.exp (k * Complex.I) ^ 2 + 1
      = 2 * ((Real.cos k : ℝ) : ℂ) * Complex.exp (k * Complex.I) := by
    have h : ((Real.cos k : ℝ) : ℂ) ^ 2 + ((Real.sin k : ℝ) : ℂ) ^ 2 = 1 := by
      exact_mod_cast Real.cos_sq_add_sin_sq k
    rw [Complex.exp_mul_I, ← Complex.ofReal_cos, ← Complex.ofReal_sin]
    linear_combination -h + ((Real.sin k : ℝ) : ℂ) ^ 2 * Complex.I_sq
  have hz0 := Complex.exp_ne_zero (k * Complex.I)
  unfold IsBloch
  generalize Complex.exp (k * Complex.I) = z at hz hz0 ⊢
  -- the characteristic polynomial at z = exp(ik) factorises
  have hdet : ((cell P q).map (fun x : ℝ => (x : ℂ)) - z • (1 : Matrix (Fin 2) (Fin 2) ℂ)).det
      = 2 * z * (((Real.cos k : ℝ) : ℂ) - ((halfTrace P q : ℝ) : ℂ)) := by
    rw [hf]
    simp only [Matrix.det_fin_two, Matrix.sub_apply, Matrix.smul_apply, Matrix.map_apply,
      Matrix.one_apply, zero_ne_one, one_ne_zero, ↓reduceIte, smul_eq_mul, mul_one,
      mul_zero, sub_zero]
    linear_combination hd + hz
  have hv : ∀ v : Fin 2 → ℂ,
      ((cell P q).map (fun x : ℝ => (x : ℂ)) - z • (1 : Matrix (Fin 2) (Fin 2) ℂ)) *ᵥ v
        = (cell P q).map (fun x : ℝ => (x : ℂ)) *ᵥ v - z • v := by
    intro v
    rw [Matrix.sub_mulVec, Matrix.smul_mulVec, Matrix.one_mulVec]
  have hker := Matrix.exists_mulVec_eq_zero_iff
    (M := (cell P q).map (fun x : ℝ => (x : ℂ)) - z • (1 : Matrix (Fin 2) (Fin 2) ℂ))
  simp only [hv, sub_eq_zero] at hker
  rw [hker, hdet]
  constructor
  · intro h
    have h' := (mul_eq_zero.mp h).resolve_left (mul_ne_zero two_ne_zero hz0)
    exact Complex.ofReal_injective (sub_eq_zero.mp h')
  · intro h
    rw [h, sub_self, mul_zero]
```

## (d) Allowed wave numbers

Show that a Bloch state with some real k exists at q exactly when

|f(q)| ≤ 1.

**Solution.** If cos k = f(q), then |f(q)| ≤ 1. Conversely, if |f(q)| ≤ 1, then k = arccos f(q) satisfies the condition of part (c). Lean uses the same two steps. A band is thus a range of q with |f| ≤ 1, and a gap is a range with |f| > 1. The word gap is used here also for the range below the lowest band.

```lean
/-- A Bloch state with some real phase exists exactly when the half-trace is at most
one in size. -/
theorem exists_isBloch_iff (P q : ℝ) : (∃ k, IsBloch P q k) ↔ |halfTrace P q| ≤ 1 := by
  simp only [isBloch_iff]
  constructor
  · rintro ⟨k, hk⟩
    rw [← hk]
    exact Real.abs_cos_le_one k
  · intro h
    exact ⟨Real.arccos (halfTrace P q), Real.cos_arccos (abs_le.mp h).1 (abs_le.mp h).2⟩
```

## (e) The half-trace measured from nπ

Show that, for q = t + nπ ≠ 0,

f(q) = (−1)ⁿ [1 + (2 sin(t/2)/q) Eₙ(t)].

**Solution.** Shifting the argument by nπ multiplies both cosine and sine by (−1)ⁿ, so part (a) gives

f(q) = (−1)ⁿ [cos t + P sin(t)/q].

Insert cos t = 1 − 2 sin²(t/2) and sin t = 2 sin(t/2) cos(t/2):

f(q) = (−1)ⁿ [1 − 2 sin²(t/2) + 2P sin(t/2) cos(t/2)/q].

Taking out the factor 2 sin(t/2)/q leaves P cos(t/2) − q sin(t/2), which is Eₙ(t). The Lean proof rewrites with the same half-angle formulas, then clears the denominator with `field_simp`.

```lean
/-- The half-trace at `q = t + n π ≠ 0`, written through its deviation from `(-1)^n`. -/
theorem halfTrace_shift (P t : ℝ) (n : ℕ) (hq : t + n * π ≠ 0) :
    halfTrace P (t + n * π)
      = (-1) ^ n * (1 + 2 * Real.sin (t / 2) / (t + n * π) * edge P n t) := by
  have hs := Real.sin_two_mul (t / 2)
  have hc := Real.cos_two_mul (t / 2)
  rw [show 2 * (t / 2) = t by ring] at hs hc
  have hc' : Real.cos t = 1 - 2 * Real.sin (t / 2) ^ 2 := by
    linarith [Real.sin_sq_add_cos_sq (t / 2)]
  rw [halfTrace_eq P hq, Real.cos_add_nat_mul_pi, Real.sin_add_nat_mul_pi, hc', hs]
  simp only [edge]
  generalize t + (n : ℝ) * π = w at hq ⊢
  generalize (-1 : ℝ) ^ n = e
  field_simp
  ring
```

## (f) Monotonicity of Eₙ

Let P > 0. Show that Eₙ is strictly decreasing on [0, π]:

0 ≤ x < y ≤ π implies Eₙ(y) < Eₙ(x).

**Solution.** On [0, π/2] the cosine decreases strictly, so P cos(y/2) < P cos(x/2). The sine increases there and is nonnegative, and 0 ≤ x + nπ < y + nπ, so

(x + nπ) sin(x/2) ≤ (y + nπ) sin(y/2).

Adding the two relations and rearranging gives the claim. These are `h2` and `h1` in the proof, and no derivative is needed.

```lean
/-- For a repulsive comb the edge function decreases strictly for `t` from 0 to π. -/
theorem edge_strictAntiOn {P : ℝ} (hP : 0 < P) (n : ℕ) :
    StrictAntiOn (edge P n) (Icc 0 π) := by
  rintro x ⟨hx0, hxp⟩ y ⟨hy0, hyp⟩ hxy
  have hn : 0 ≤ (n : ℝ) * π := by positivity
  have hp := Real.pi_pos
  have hc : Real.cos (y / 2) < Real.cos (x / 2) :=
    Real.cos_lt_cos_of_nonneg_of_le_pi (by linarith) (by linarith) (by linarith)
  have hs : Real.sin (x / 2) < Real.sin (y / 2) :=
    Real.sin_lt_sin_of_lt_of_le_pi_div_two (by linarith) (by linarith) (by linarith)
  have hs0 : 0 ≤ Real.sin (x / 2) :=
    Real.sin_nonneg_of_nonneg_of_le_pi (by linarith) (by linarith)
  have h1 : (x + n * π) * Real.sin (x / 2) ≤ (y + n * π) * Real.sin (y / 2) :=
    mul_le_mul (by linarith) hs.le hs0 (by linarith)
  have h2 : P * Real.cos (y / 2) < P * Real.cos (x / 2) := by gcongr
  simp only [edge]
  linarith
```

## (g) One gap and one band in each interval

Let P > 0 and let n be any natural number, zero included. Show that there is a point b with nπ < b < (n+1)π such that

|f| > 1 on (nπ, b), f(b) = (−1)ⁿ, |f| < 1 on (b, (n+1)π).

**Solution.** At the ends of [0, π],

Eₙ(0) = P > 0 and Eₙ(π) = −(n+1)π < 0.

By continuity Eₙ has a zero β in (0, π), and by part (f) it is positive before β and negative after it. Put b = β + nπ. Part (e) gives f(b) = (−1)ⁿ at once.

For 0 < t < β, both sin(t/2)/q and Eₙ(t) are positive. Hence (−1)ⁿ f(q) > 1, and |f(q)| > 1.

For β < t < π, Eₙ(t) is negative, so (−1)ⁿ f(q) < 1. A lower bound is needed too. The expanded form in part (e), with sin² = 1 − cos², reads

(−1)ⁿ f(q) = −1 + 2 cos²(t/2) + 2P sin(t/2) cos(t/2)/q.

Both added terms are positive, so (−1)ⁿ f(q) > −1, and |f(q)| < 1.

In the Lean proof the letter `b` first denotes β, and the point supplied for the theorem is `b + n * π`. The zero comes from `intermediate_value_Icc'`, the signs on either side come from `anti`, and `key` is the expansion behind the lower bound.

```lean
/-- For a repulsive comb there is a point `b` between `n π` and `(n+1) π` with half-trace `(-1)^n`;
within this interval the half-trace exceeds one in size below `b` and is smaller than one in size
above `b`. -/
theorem band_structure {P : ℝ} (hP : 0 < P) (n : ℕ) :
    ∃ b ∈ Ioo ((n : ℝ) * π) ((n + 1) * π),
      (∀ q ∈ Ioo ((n : ℝ) * π) b, 1 < |halfTrace P q|) ∧
      halfTrace P b = (-1) ^ n ∧
      ∀ q ∈ Ioo b (((n : ℝ) + 1) * π), |halfTrace P q| < 1 := by
  have hn : 0 ≤ (n : ℝ) * π := by positivity
  have hp := Real.pi_pos
  have anti := edge_strictAntiOn hP n
  have cont : Continuous (fun t => edge P n t) := by
    simp only [edge]
    fun_prop
  have h0 : edge P n 0 = P := by simp [edge]
  have h1 : edge P n π = -(π + n * π) := by
    rw [edge, Real.cos_pi_div_two, Real.sin_pi_div_two]
    ring
  -- the edge function changes sign, so it vanishes somewhere
  obtain ⟨b, hb, hb0⟩ := intermediate_value_Icc' hp.le cont.continuousOn
    (show (0 : ℝ) ∈ Icc (edge P n π) (edge P n 0) from
      ⟨by rw [h1]; linarith, by rw [h0]; exact hP.le⟩)
  replace hb0 : edge P n b = 0 := hb0
  have hbpos : 0 < b := lt_of_le_of_ne hb.1 (fun h => by
    rw [← h, h0] at hb0
    linarith)
  have hbpi : b < π := lt_of_le_of_ne hb.2 (fun h => by
    rw [h, h1] at hb0
    linarith)
  refine ⟨b + n * π, ⟨by linarith, by linarith⟩, ?_, ?_, ?_⟩
  · rintro q ⟨hq1, hq2⟩
    obtain ⟨t, rfl⟩ : ∃ t, q = t + n * π := ⟨q - n * π, by ring⟩
    have ht : 0 < t := by linarith
    have hq : 0 < t + n * π := by linarith
    have he := anti ⟨ht.le, by linarith⟩ hb (by linarith : t < b)
    rw [hb0] at he
    have hs : 0 < Real.sin (t / 2) := Real.sin_pos_of_pos_of_lt_pi (by linarith) (by linarith)
    have hpos := mul_pos (div_pos (mul_pos two_pos hs) hq) he
    rw [halfTrace_shift P t n hq.ne', abs_mul, abs_pow, abs_neg, abs_one, one_pow, one_mul]
    exact lt_of_lt_of_le (by linarith) (le_abs_self _)
  · rw [halfTrace_shift P b n (by linarith : 0 < b + n * π).ne', hb0, mul_zero, add_zero,
      mul_one]
  · rintro q ⟨hq1, hq2⟩
    obtain ⟨t, rfl⟩ : ∃ t, q = t + n * π := ⟨q - n * π, by ring⟩
    have ht : 0 < t := by linarith
    have htp : t < π := by linarith
    have hq : 0 < t + n * π := by linarith
    have he := anti hb ⟨ht.le, htp.le⟩ (by linarith : b < t)
    rw [hb0] at he
    have hs : 0 < Real.sin (t / 2) := Real.sin_pos_of_pos_of_lt_pi (by linarith) (by linarith)
    have hc : 0 < Real.cos (t / 2) := Real.cos_pos_of_mem_Ioo ⟨by linarith, by linarith⟩
    have hneg := mul_neg_of_pos_of_neg (div_pos (mul_pos two_pos hs) hq) he
    -- the half-angle form keeps the half-trace away from the opposite band edge
    have key : 2 * Real.sin (t / 2) / (t + n * π) * edge P n t
        = 2 * Real.sin (t / 2) * P * Real.cos (t / 2) / (t + n * π)
          - 2 * Real.sin (t / 2) ^ 2 := by
      have hw := hq.ne'
      simp only [edge]
      generalize t + (n : ℝ) * π = w at hw ⊢
      field_simp
    have hpos : 0 < 2 * Real.sin (t / 2) * P * Real.cos (t / 2) / (t + n * π) :=
      div_pos (mul_pos (mul_pos (mul_pos two_pos hs) hP) hc) hq
    rw [halfTrace_shift P t n hq.ne', abs_mul, abs_pow, abs_neg, abs_one, one_pow, one_mul,
      abs_lt]
    exact ⟨by linarith [Real.sin_sq_add_cos_sq (t / 2), pow_pos hc 2], by linarith⟩
```

## (h) The band tops

Let P > 0 and n ≥ 1. Show that

f(nπ) = (−1)ⁿ,

with |f| < 1 just to the left of nπ and |f| > 1 just to the right.

**Solution.** In part (a), sin(nπ) = 0 and cos(nπ) = (−1)ⁿ, which gives the value. The points just to the left of nπ lie in the upper portion of the interval from (n−1)π to nπ, where part (g) gives |f| < 1. The points just to the right lie in the lower portion of the next interval, where part (g) gives |f| > 1.

By part (d), Bloch states exist at nπ and just below it, but not just above it: nπ is a band top. The condition n ≥ 1 matters because f(0) = 1 + P > 1, so q = 0 lies below the lowest band.

In Lean, "just to the left" is `∀ᶠ q in 𝓝[<] ((n : ℝ) * π)`, meaning for all q in some interval ending at nπ; `𝓝[>]` is the same on the right. The proof writes n as `m + 1` and applies `band_structure` to `m` for the left side and to `n` for the right.

For this non-interacting, one-dimensional comb, the band-top energies n²π² do not depend on P, which gives a band-structure program exact values to compare with.

```lean
/-- For a repulsive comb the half-trace at `q = n π` with `n ≥ 1` is `(-1)^n`; it is smaller than
one in size just to the left and larger than one in size just to the right. -/
theorem band_top {P : ℝ} (hP : 0 < P) {n : ℕ} (hn : 1 ≤ n) :
    halfTrace P (n * π) = (-1) ^ n ∧
      (∀ᶠ q in 𝓝[<] ((n : ℝ) * π), |halfTrace P q| < 1) ∧
      ∀ᶠ q in 𝓝[>] ((n : ℝ) * π), 1 < |halfTrace P q| := by
  refine ⟨?_, ?_, ?_⟩
  · have hn' : (n : ℝ) ≠ 0 := Nat.cast_ne_zero.mpr (by omega)
    rw [halfTrace_eq P (mul_ne_zero hn' Real.pi_ne_zero), Real.cos_nat_mul_pi,
      Real.sin_nat_mul_pi, zero_div, mul_zero, add_zero]
  · -- the left side belongs to the band of the preceding interval
    obtain ⟨m, rfl⟩ := Nat.exists_eq_add_of_le' hn
    obtain ⟨b, hb, -, -, h⟩ := band_structure hP m
    rw [Nat.cast_succ m]
    filter_upwards [Ioo_mem_nhdsLT hb.2] with q hq
    exact h q hq
  · obtain ⟨b, hb, h, -, -⟩ := band_structure hP n
    filter_upwards [Ioo_mem_nhdsGT hb.1] with q hq
    exact h q hq

end

end DeltaCombBands
```

```lean
#print axioms DeltaCombBands.exists_isBloch_iff
-- 'DeltaCombBands.exists_isBloch_iff' depends on axioms: [propext, Classical.choice, Quot.sound]
#print axioms DeltaCombBands.band_top
-- 'DeltaCombBands.band_top' depends on axioms: [propext, Classical.choice, Quot.sound]
```
